# Flux reversal leaves non-interacting two-terminal transmission unchanged for real symmetric lead couplings

Take two sites, 0 and 1, with Hermitian Hamiltonian $H$, one lead of strength $\gamma_0$ or $\gamma_1$ on each, and Green's matrix $G=(E-H+\tfrac i2\,\mathrm{diag}(\gamma_0,\gamma_1))^{-1}$ at real energy $E$. The identity $\gamma_0|G_{00}|^2+\gamma_1|G_{01}|^2=\gamma_0|G_{00}|^2+\gamma_1|G_{10}|^2$, derived below, loses its common first term and leaves $\gamma_1|G_{01}|^2=\gamma_1|G_{10}|^2$, while reversing the magnetic flux merely exchanges $G_{01}$ and $G_{10}$.

```lean
import Mathlib

open Matrix

namespace TwoTerminalPhaseRigidity

noncomputable section

variable {n : Type*} [Fintype n] [DecidableEq n]

/-- A real lead coupling, regarded as a complex matrix. -/
def coupling (Γ : Matrix n n ℝ) : Matrix n n ℂ := Γ.map Complex.ofReal

/-- The Hamiltonian at reversed magnetic flux: the entrywise complex conjugate. -/
def fluxReversed (H : Matrix n n ℂ) : Matrix n n ℂ := H.map (starRingEnd ℂ)

/-- The matrix `E - H + (i/2) Γ` of a system with total broadening `Γ`. -/
def openSystem (E : ℝ) (H : Matrix n n ℂ) (Γ : Matrix n n ℝ) : Matrix n n ℂ :=
  (E : ℂ) • (1 : Matrix n n ℂ) - H + (Complex.I / 2) • coupling Γ

/-- `G` is the Green's matrix, the inverse of `E - H + (i/2) Γ`. -/
def IsGreen (E : ℝ) (H : Matrix n n ℂ) (Γ : Matrix n n ℝ) (G : Matrix n n ℂ) : Prop :=
  openSystem E H Γ * G = 1

/-- The transmission `tr (ΓL G ΓR G*)` between two leads. -/
def transmission (ΓL ΓR : Matrix n n ℝ) (G : Matrix n n ℂ) : ℂ :=
  trace (coupling ΓL * G * coupling ΓR * Gᴴ)

omit [Fintype n] [DecidableEq n] in
/-- A real symmetric coupling equals its transpose and its adjoint as a complex matrix. -/
theorem coupling_symm {Γ : Matrix n n ℝ} (hΓ : Γ.IsSymm) :
    (coupling Γ)ᵀ = coupling Γ ∧ (coupling Γ)ᴴ = coupling Γ := by
  constructor
  · ext i j
    exact congrArg Complex.ofReal (hΓ.apply i j)
  · ext i j
    exact (Complex.conj_ofReal (Γ j i)).trans (congrArg Complex.ofReal (hΓ.apply i j))

/-- If `G` is the Green's matrix, its transpose is the Green's matrix at reversed flux. -/
theorem isGreen_fluxReversed {E : ℝ} {H G : Matrix n n ℂ} {Γ : Matrix n n ℝ}
    (hH : H.IsHermitian) (hΓ : Γ.IsSymm) (hG : IsGreen E H Γ G) :
    IsGreen E (fluxReversed H) Γ Gᵀ := by
  have hrev : fluxReversed H = Hᵀ := by
    ext i j
    exact hH.apply j i
  have key : openSystem E (fluxReversed H) Γ = (openSystem E H Γ)ᵀ := by
    simp only [openSystem, hrev, transpose_add, transpose_sub, transpose_smul,
      transpose_one, (coupling_symm hΓ).1]
  have h1 : openSystem E H Γ * G = 1 := hG
  have h2 : G * openSystem E H Γ = 1 := mul_eq_one_comm.mp h1
  unfold IsGreen
  rw [key, ← transpose_mul, h2, transpose_one]

/-- Reversing the flux exchanges the two leads in the transmission, for any symmetric total
broadening `Γ`. -/
theorem transmission_fluxReversed_swap {E : ℝ} {H G G' : Matrix n n ℂ}
    {Γ ΓL ΓR : Matrix n n ℝ} (hH : H.IsHermitian) (hΓ : Γ.IsSymm)
    (hL : ΓL.IsSymm) (hR : ΓR.IsSymm)
    (hG : IsGreen E H Γ G) (hG' : IsGreen E (fluxReversed H) Γ G') :
    transmission ΓL ΓR G' = transmission ΓR ΓL G := by
  -- the inverse is unique, so `G'` is the transpose of `G`
  have h1 : openSystem E (fluxReversed H) Γ * Gᵀ = 1 := isGreen_fluxReversed hH hΓ hG
  have h2 : openSystem E (fluxReversed H) Γ * G' = 1 := hG'
  have h3 : Gᵀ * openSystem E (fluxReversed H) Γ = 1 := mul_eq_one_comm.mp h1
  have h4 : G' = Gᵀ := by
    calc G' = (Gᵀ * openSystem E (fluxReversed H) Γ) * G' := by rw [h3, one_mul]
      _ = Gᵀ := by rw [mul_assoc, h2, mul_one]
  have h5 : (Gᵀᴴ)ᵀ = Gᴴ := rfl
  -- transpose under the trace, then use cyclicity
  have h6 : (coupling ΓL * Gᵀ * coupling ΓR * Gᵀᴴ)ᵀ
      = Gᴴ * (coupling ΓR * G * coupling ΓL) := by
    simp only [transpose_mul, h5, transpose_transpose, (coupling_symm hL).1,
      (coupling_symm hR).1, mul_assoc]
  unfold transmission
  rw [h4, ← trace_transpose (coupling ΓL * Gᵀ * coupling ΓR * Gᵀᴴ), h6, trace_mul_comm]

/-- Two-terminal phase rigidity: when the two leads supply the whole broadening, the
transmission is unchanged by reversing the magnetic flux. -/
theorem phase_rigidity {E : ℝ} {H G G' : Matrix n n ℂ} {ΓL ΓR : Matrix n n ℝ}
    (hH : H.IsHermitian) (hL : ΓL.IsSymm) (hR : ΓR.IsSymm)
    (hG : IsGreen E H (ΓL + ΓR) G) (hG' : IsGreen E (fluxReversed H) (ΓL + ΓR) G') :
    transmission ΓL ΓR G' = transmission ΓL ΓR G := by
  rw [transmission_fluxReversed_swap hH (hL.add hR) hL hR hG hG']
  obtain ⟨K, hKdef⟩ : ∃ K, K = openSystem E H (ΓL + ΓR) := ⟨_, rfl⟩
  obtain ⟨A, hA⟩ : ∃ A, A = coupling ΓL := ⟨_, rfl⟩
  obtain ⟨B, hB⟩ : ∃ B, B = coupling ΓR := ⟨_, rfl⟩
  have hAB : coupling (ΓL + ΓR) = A + B := by
    rw [hA, hB]
    ext i j
    exact Complex.ofReal_add _ _
  have hABs : (A + B)ᴴ = A + B := by
    rw [← hAB]
    exact (coupling_symm (hL.add hR)).2
  have hE : star (E : ℂ) = E := Complex.conj_ofReal E
  have hI : star (Complex.I / 2) = -(Complex.I / 2) := by
    apply Complex.ext <;> simp
    norm_num
  -- the inverse Green's matrix minus its adjoint is `i` times the total broadening
  have hK : K - Kᴴ = Complex.I • (A + B) := by
    rw [hKdef, openSystem, hAB, conjTranspose_add, conjTranspose_sub, conjTranspose_smul,
      conjTranspose_smul, conjTranspose_one, hH.eq, hABs, hE, hI]
    module
  have hKG : K * G = 1 := by rw [hKdef]; exact hG
  have hGK : G * K = 1 := mul_eq_one_comm.mp hKG
  have hKGs : Kᴴ * Gᴴ = 1 := by rw [← conjTranspose_mul, hGK, conjTranspose_one]
  have hGKs : Gᴴ * Kᴴ = 1 := mul_eq_one_comm.mp hKGs
  have h1 : G * (K - Kᴴ) * Gᴴ = Gᴴ - G := by
    rw [mul_sub, sub_mul, hGK, one_mul, mul_assoc, hKGs, mul_one]
  have h2 : Gᴴ * (K - Kᴴ) * G = Gᴴ - G := by
    rw [mul_sub, sub_mul, hGKs, one_mul, mul_assoc, hKG, mul_one]
  have h4 : Complex.I * trace (A * (G * (A + B) * Gᴴ))
      = Complex.I * trace (A * (Gᴴ * (A + B) * G)) := by
    have h := congrArg (fun X => trace (A * X)) (h1.trans h2.symm)
    simpa only [hK, mul_smul_comm, smul_mul_assoc, trace_smul, smul_eq_mul] using h
  have h5 := mul_left_cancel₀ Complex.I_ne_zero h4
  simp only [mul_add, add_mul, trace_add] at h5
  -- the terms containing `A` twice agree by cyclicity and drop out
  have c1 : trace (A * (Gᴴ * A * G)) = trace (A * (G * A * Gᴴ)) := by
    have h := trace_mul_comm (A * Gᴴ) (A * G)
    simpa only [mul_assoc] using h
  have c2 : trace (A * (Gᴴ * B * G)) = trace (B * G * A * Gᴴ) := by
    have h := trace_mul_comm (A * Gᴴ) (B * G)
    simpa only [mul_assoc] using h
  have c3 : trace (A * (G * B * Gᴴ)) = trace (A * G * B * Gᴴ) := by
    simp only [mul_assoc]
  unfold transmission
  rw [← hA, ← hB]
  linear_combination -h5 - c1 - c2 + c3

/-- The matrix `H₀ + exp(iφ) W + exp(-iφ) Wᵀ`, in which the real hoppings `W` carry the Peierls
phase `φ`. -/
def ring (H₀ W : Matrix n n ℝ) (φ : ℝ) : Matrix n n ℂ := Matrix.of fun i j =>
  (H₀ i j : ℂ) + Complex.exp (φ * Complex.I) * W i j + Complex.exp (-(φ * Complex.I)) * W j i

/-- The two-terminal transmission of `ring H₀ W` is symmetric in the Peierls phase about every
integer multiple of `π`. -/
theorem ring_transmission_symmetric {E : ℝ} {H₀ W ΓL ΓR : Matrix n n ℝ} {G G' : Matrix n n ℂ}
    (h₀ : H₀.IsSymm) (hL : ΓL.IsSymm) (hR : ΓR.IsSymm) (m : ℤ) (φ : ℝ)
    (hG : IsGreen E (ring H₀ W (m * Real.pi + φ)) (ΓL + ΓR) G)
    (hG' : IsGreen E (ring H₀ W (m * Real.pi - φ)) (ΓL + ΓR) G') :
    transmission ΓL ΓR G' = transmission ΓL ΓR G := by
  have c1 (t : ℝ) : starRingEnd ℂ (Complex.exp (t * Complex.I))
      = Complex.exp (-(t * Complex.I)) := by
    rw [← Complex.exp_conj]; simp
  have c2 (t : ℝ) : starRingEnd ℂ (Complex.exp (-(t * Complex.I)))
      = Complex.exp (t * Complex.I) := by
    rw [← Complex.exp_conj]; simp
  have hH : (ring H₀ W (m * Real.pi + φ)).IsHermitian := by
    refine Matrix.IsHermitian.ext fun i j => ?_
    change starRingEnd ℂ (_ + _ * _ + _ * _) = _ + _ * _ + _ * _
    rw [map_add, map_add, map_mul, map_mul, c1, c2, Complex.conj_ofReal,
      Complex.conj_ofReal, Complex.conj_ofReal, h₀.apply i j]
    abel
  -- the phases at `mπ - φ` and `-(mπ + φ)` differ by a full number of turns
  have e1 : Complex.exp (((m * Real.pi - φ : ℝ) : ℂ) * Complex.I)
      = Complex.exp (-(((m * Real.pi + φ : ℝ) : ℂ) * Complex.I)) :=
    Complex.exp_eq_exp_iff_exists_int.mpr ⟨m, by push_cast; ring⟩
  have e2 : Complex.exp (-(((m * Real.pi - φ : ℝ) : ℂ) * Complex.I))
      = Complex.exp (((m * Real.pi + φ : ℝ) : ℂ) * Complex.I) :=
    Complex.exp_eq_exp_iff_exists_int.mpr ⟨-m, by push_cast; ring⟩
  have hrev : ring H₀ W (m * Real.pi - φ) = fluxReversed (ring H₀ W (m * Real.pi + φ)) := by
    ext i j
    change _ + _ * _ + _ * _ = starRingEnd ℂ (_ + _ * _ + _ * _)
    rw [map_add, map_add, map_mul, map_mul, c1, c2, Complex.conj_ofReal,
      Complex.conj_ofReal, Complex.conj_ofReal, e1, e2]
  rw [hrev] at hG'
  exact phase_rigidity hH hL hR hG hG'

/-- If a Green's matrix exists at every Peierls phase and the two-terminal transmission of `ring H₀
W` has a first derivative in the phase at an integer multiple of `π`, that derivative is zero. -/
theorem ring_transmission_stationary {E : ℝ} {H₀ W ΓL ΓR : Matrix n n ℝ}
    {G : ℝ → Matrix n n ℂ} (h₀ : H₀.IsSymm) (hL : ΓL.IsSymm) (hR : ΓR.IsSymm)
    (hG : ∀ φ, IsGreen E (ring H₀ W φ) (ΓL + ΓR) (G φ)) (m : ℤ) {T' : ℂ}
    (hT : HasDerivAt (fun φ => transmission ΓL ΓR (G φ)) T' (m * Real.pi)) : T' = 0 := by
  have h1 := HasDerivAt.comp_const_add (m * Real.pi) 0 (by simpa using hT)
  have h2 := HasDerivAt.comp_const_sub (m * Real.pi) 0 (by simpa using hT)
  have h3 : (fun x => transmission ΓL ΓR (G (m * Real.pi - x)))
      = fun x => transmission ΓL ΓR (G (m * Real.pi + x)) := by
    funext x
    exact ring_transmission_symmetric h₀ hL hR m x (hG _) (hG _)
  rw [h3] at h2
  linear_combination (h1.unique h2) / 2

/-- Couplings of strength `a`, `b`, `c` to the three sites of a triangle. -/
def siteCoupling (a b c : ℝ) : Matrix (Fin 3) (Fin 3) ℝ := !![a, 0, 0; 0, b, 0; 0, 0, c]

/-- A triangle with one imaginary and two real hoppings. -/
def triangle : Matrix (Fin 3) (Fin 3) ℂ :=
  !![0, Complex.I, 1; -Complex.I, 0, 1; 1, 1, 0]

/-- The Green's matrix of the triangle at zero energy with a lead of strength 2 on each site. -/
def triangleGreen : Matrix (Fin 3) (Fin 3) ℂ :=
  !![-Complex.I / 2, 0, -1 / 2; Complex.I / 2, -Complex.I / 2, 0; 0, -1 / 2, -Complex.I / 2]

/-- With a third lead rigidity can fail: the transmission between the first two leads of the
triangle is 0 at one flux and 1 at the reversed flux. -/
theorem third_lead_breaks_rigidity :
    triangle.IsHermitian ∧
    IsGreen 0 triangle (siteCoupling 2 2 2) triangleGreen ∧
    IsGreen 0 (fluxReversed triangle) (siteCoupling 2 2 2) triangleGreenᵀ ∧
    transmission (siteCoupling 2 0 0) (siteCoupling 0 2 0) triangleGreen = 0 ∧
    transmission (siteCoupling 2 0 0) (siteCoupling 0 2 0) triangleGreenᵀ = 1 := by
  have hH : triangle.IsHermitian := by
    refine Matrix.IsHermitian.ext fun i j => ?_
    fin_cases i <;> fin_cases j <;> simp [triangle]
  have hS : (siteCoupling 2 2 2).IsSymm := by
    refine Matrix.IsSymm.ext fun i j => ?_
    fin_cases i <;> fin_cases j <;> simp [siteCoupling]
  have hG : IsGreen 0 triangle (siteCoupling 2 2 2) triangleGreen := by
    unfold IsGreen
    ext i j
    fin_cases i <;> fin_cases j <;>
      simp [openSystem, coupling, siteCoupling, triangle, triangleGreen, Matrix.mul_apply,
        Fin.sum_univ_three, Complex.ext_iff] <;> norm_num
  refine ⟨hH, hG, isGreen_fluxReversed hH hS hG, ?_, ?_⟩
  · simp [transmission, trace, coupling, siteCoupling, triangleGreen, Matrix.mul_apply,
      Fin.sum_univ_three]
  · have h2 : (starRingEnd ℂ) 2 = 2 := Complex.ext (by simp) (by simp)
    simp [transmission, trace, coupling, siteCoupling, triangleGreen, Matrix.mul_apply,
      Fin.sum_univ_three, Complex.ext_iff]
    rw [h2]
    norm_num

end

end TwoTerminalPhaseRigidity
```

```lean
#print axioms TwoTerminalPhaseRigidity.transmission_fluxReversed_swap
#print axioms TwoTerminalPhaseRigidity.ring_transmission_stationary
#print axioms TwoTerminalPhaseRigidity.third_lead_breaks_rigidity
```

```
'TwoTerminalPhaseRigidity.transmission_fluxReversed_swap' depends on axioms: [propext, Classical.choice, Quot.sound]
'TwoTerminalPhaseRigidity.ring_transmission_stationary' depends on axioms: [propext, Classical.choice, Quot.sound]
'TwoTerminalPhaseRigidity.third_lead_breaks_rigidity' depends on axioms: [propext, Classical.choice, Quot.sound]
```

## Two leads, one energy, and a reversed flux

The main theorem, `phase_rigidity`, concerns a finite set `n` of orbitals, a Hermitian matrix $H$ on it, a real energy $E$ and two real symmetric matrices $\Gamma_L,\Gamma_R$. If $G$ and $G'$ are the Green's matrices for $H$ and for its entrywise conjugate $\bar H$, both with total broadening $\Gamma_L+\Gamma_R$, then

$$\operatorname{tr}(\Gamma_L G'\Gamma_R G'^*)=\operatorname{tr}(\Gamma_L G\,\Gamma_R G^*),$$

where the star denotes the adjoint, `ᴴ` in Lean.

The couplings are real matrices, which `coupling` embeds in the complex ones. Physically, this describes leads that are themselves time-reversal symmetric, written in real orbitals. The conjugate `fluxReversed H` reverses the flux because, for a spinless Hamiltonian in a fixed basis of real orbitals, reversing the magnetic field conjugates every matrix element. In the Peierls model used below, this reverses the phases of the hoppings. With spin, time reversal would also have to flip the spin, which this operation does not do.

The matrix `openSystem E H Γ` is $E-H+\tfrac i2\Gamma$, the retarded convention with lead self-energy $-\tfrac i2\Gamma$. A real symmetric level shift from the leads can be included in $H$. Since $E$ is fixed, the couplings may differ from one energy to another. Positivity of the couplings, which physical leads would have, is not needed.

`IsGreen E H Γ G` says that `openSystem E H Γ * G = 1`, so the existence of the inverse is a hypothesis. `transmission` is complex-valued as defined, and the theorem equates two complex numbers.

For non-interacting electrons in a finite orthonormal orbital basis, this trace is the transmission in the coherent conductance formula. The equality therefore provides a consistency check for a two-terminal transport code in which the magnetic field acts on $H$ and leaves the real symmetric lead couplings unchanged.

## Transposition exchanges source and drain

Write $\Gamma$ for any real symmetric total broadening and $K=E-H+\tfrac i2\Gamma$. Hermiticity means $\bar H=H^T$, and $\Gamma^T=\Gamma$, so

$$E-\bar H+\tfrac i2\Gamma=K^T.$$

From $KG=1$ follows $GK=1$, and transposing gives $K^TG^T=1$. Thus $G^T$ is a Green's matrix at reversed flux, which is `isGreen_fluxReversed`. It is the only one: if $K^TG'=1$, then $G'=(G^TK^T)G'=G^T(K^TG')=G^T$.

Now $(G^T)^*=\bar G$, and a trace does not change under transposition. With the cyclic property,

$$\operatorname{tr}(\Gamma_LG^T\Gamma_R\bar G)
=\operatorname{tr}(G^*\Gamma_RG\,\Gamma_L)
=\operatorname{tr}(\Gamma_RG\,\Gamma_LG^*).$$

This is `transmission_fluxReversed_swap`. In its proof, `h4` is the uniqueness argument, `h6` computes the transpose with the help of `coupling_symm`, and `trace_mul_comm` does the cyclic step.

The slip to guard against is to stop here and read the result as rigidity. It relates transmission in one direction at one flux to transmission in the other direction at the reversed flux, and it holds with any number of leads. A version of `phase_rigidity` with an arbitrary symmetric `Γ` in place of `ΓL + ΓR` would be false, as the triangle below shows.

## With two leads, both directions transmit equally

Let $\Gamma=\Gamma_L+\Gamma_R$. Since $H$ and $\Gamma$ are Hermitian and $E$ is real,

$$K-K^*=\tfrac i2\Gamma+\tfrac i2\Gamma=i\Gamma.$$

Taking adjoints of $GK=1$ and $KG=1$ gives $K^*G^*=1$ and $G^*K^*=1$. Hence

$$G(K-K^*)G^*=(GK)G^*-G(K^*G^*)=G^*-G,$$
$$G^*(K-K^*)G=G^*(KG)-(G^*K^*)G=G^*-G.$$

The left-hand sides are therefore equal, and division by $i$ leaves $G\Gamma G^*=G^*\Gamma G$. Its $(0,0)$ entry for two sites is the identity in the opening. Multiplying by $\Gamma_L$, taking the trace and splitting $\Gamma$ gives

$$\operatorname{tr}(\Gamma_LG\Gamma_LG^*)+\operatorname{tr}(\Gamma_LG\Gamma_RG^*)
=\operatorname{tr}(\Gamma_LG^*\Gamma_LG)+\operatorname{tr}(\Gamma_LG^*\Gamma_RG).$$

By cyclicity the first terms on the two sides are equal and cancel. The last term is $\operatorname{tr}(\Gamma_RG\Gamma_LG^*)$, again by cyclicity. So

$$\operatorname{tr}(\Gamma_LG\Gamma_RG^*)=\operatorname{tr}(\Gamma_RG\Gamma_LG^*),$$

and the exchange of source and drain found above has no effect on the transmission.

The Lean proof begins with that exchange and then follows the same route, with `A` and `B` standing for the embedded $\Gamma_L$ and $\Gamma_R$. The step `hK` is the formula for $K-K^*$, and `h1` and `h2` are the two sandwiches. In `h4`, `congrArg` applies multiplication by `A` and the trace to both sides; `h5` then cancels the factor $i$. The cyclic rearrangements are `c1` and `c2`, `c3` only moves brackets, and `linear_combination` adds the equations up.

The proof turns on `mul_eq_one_comm`, which turns $KG=1$ into $GK=1$. The first sandwich needs $GK=1$ and the second needs $KG=1$, whereas `IsGreen` supplies only the latter. For square matrices of finite size a one-sided inverse is automatically two-sided; for operators on an infinite-dimensional space it need not be, as the shift on sequences shows. The finite basis is used here, and again in the traces, which are finite sums.

## The ring at multiples of π

The matrix `ring H₀ W φ` has entries

$$(H_0)_{ij}+e^{i\varphi}W_{ij}+e^{-i\varphi}W_{ji},$$

with $H_0$ real symmetric and $W$ real. The name refers to the case of a single loop with one bond placed in $W$ in one direction only ($W_{ij}\neq0$ but $W_{ji}=0$) and left out of $H_0$; then $\varphi$ is, up to the sense of circulation, the magnetic phase around that loop. The two theorems below hold for every real $W$ and real symmetric $H_0$.

Conjugation changes $\varphi$ to $-\varphi$, and the matrix has period $2\pi$ in $\varphi$. For an integer $m$,

$$m\pi-\varphi=-(m\pi+\varphi)+2\pi m,$$

so the Hamiltonians at $m\pi\pm\varphi$ are conjugates of each other. `ring_transmission_symmetric` obtains this from `e1` and `e2` and then applies `phase_rigidity`: the transmission takes equal values at $m\pi+\varphi$ and $m\pi-\varphi$ whenever both Green's matrices exist.

For `ring_transmission_stationary`, a Green's matrix is assumed at every phase, and the transmission $T(\varphi)$ is assumed to have a derivative $T'$ at $m\pi$. The functions $x\mapsto T(m\pi+x)$ and $x\mapsto T(m\pi-x)$ coincide, but their derivatives at $x=0$ are $T'$ and $-T'$. Uniqueness of the derivative gives $T'=-T'$, hence $T'=0$.

This is the sense in which the phase of the oscillation is rigid: its pattern cannot slide continuously along the flux axis. Whether a given multiple of $\pi$ is a maximum or a minimum is left open.

## A third lead can break the symmetry

If a third coupling $\Gamma_P$ contributes to $\Gamma$, the trace identity acquires the terms $\operatorname{tr}(\Gamma_LG\Gamma_PG^*)$ and $\operatorname{tr}(\Gamma_PG\Gamma_LG^*)$, which need not be equal. What one direction gains between $L$ and $R$ can be balanced by the third lead.

The theorem `third_lead_breaks_rigidity` gives an instance at $E=0$. The triangle has hoppings $H_{01}=i$ and $H_{12}=H_{20}=1$, so the phase around it is $\pi/2$, and each site carries a lead of strength 2. Its Green's matrix has $G_{01}=0$ and $G_{10}=i/2$. The transmission between the leads on sites 0 and 1 is therefore $4|G_{01}|^2=0$ at this flux and $4|G_{10}|^2=1$ at the reversed one. Lean verifies the inverse and both traces entry by entry, and takes the reversed Green's matrix from `isGreen_fluxReversed`.
